# The rotational Eckart condition as stationarity of the mass-weighted squared distance to a reference

Let atom \(i\) of a finite set have mass \(m_i\in\mathbb R\), position \(r_i\in\mathbb R^3\) and reference position \(b_i\in\mathbb R^3\), where the reference has already been rotated into its trial orientation. Vector components are numbered 0, 1, 2, for \(x,y,z\). Define the Eckart vector and, for a \(3\times3\) matrix \(Q\), the misfit

\[
E=\sum_i m_i\, b_i\times r_i,\qquad F(Q)=\sum_i m_i\,|r_i-Qb_i|^2 .
\]

The rotational Eckart condition is \(E=0\). Since \(b_i\times b_i=0\), replacing \(r_i\) by the displacement \(r_i-b_i\) changes nothing. In the molecular setting the reference has its centre of mass at the origin, \(\sum_i m_ib_i=0\), so that \(E\) doesn't change when the whole molecule is shifted. The companion condition puts the molecule's centre of mass at the origin too. The theorems below hold without either assumption.

**Claim.** \(E=0\) if and only if \(F(Q(t))\) has zero derivative at \(t=0\) for every differentiable curve \(Q(t)\) of orthogonal matrices with \(Q(0)=1\).

For classical point masses and a fixed reference structure, imposing this condition is one way to orient the molecule-fixed axes in an approximate separation of rotation from vibration.

## Differentiating the misfit

Let \(W=\dot Q(0)\). With \(i,j,k\) numbering components here, not atoms, orthogonality reads \(\sum_k Q_{ik}Q_{jk}=\delta_{ij}\). Its derivative at \(t=0\), where \(Q=1\), is

\[
\sum_k\left(W_{ik}\delta_{jk}+\delta_{ik}W_{jk}\right)=W_{ij}+W_{ji}=0 .
\]

So \(W\) is antisymmetric, and \(Wv=\omega\times v\) with \(\omega=(W_{21},W_{02},W_{10})\). The product rule then gives

\[
\begin{aligned}
\frac{d}{dt}F(Q(t))\Big|_{0}
&=-2\sum_i m_i\,(r_i-b_i)\cdot(\omega\times b_i)\\
&=-2\sum_i m_i\,r_i\cdot(\omega\times b_i)
=-2\,\omega\cdot E .
\end{aligned}
\]

The second line uses \(b_i\cdot(\omega\times b_i)=0\) and then the cyclic symmetry of the triple product. If \(E=0\), the derivative vanishes for every curve.

For the converse, three curves suffice. The rotation about axis 2 is

\[
A_2(t)=\begin{pmatrix}\cos t&-\sin t&0\\ \sin t&\cos t&0\\ 0&0&1\end{pmatrix},
\]

and \(A_0,A_1\) follow by cyclic permutation of the axes. The columns are orthonormal, the determinant is \(\cos^2t+\sin^2t=1\), and the angular velocity at \(t=0\) is the unit vector \(e_k\). The derivative along \(A_k\) is therefore \(-2E_k\), and if all three vanish, \(E=0\).

## Best fits and false fits

Suppose a proper rotation \(R\) minimises the misfit of an unrotated reference \(a_i\) over all proper rotations. Put \(b_i=Ra_i\). Then \(A_k(t)R\) is a competing proper rotation, so \(F(A_k(t))\ge F(1)\) for all \(t\). The derivative at the minimum is zero, hence \(E_k=0\) for each \(k\).

The reverse implication fails. Take a reference in the \(xy\) plane and \(r_i=-b_i\). Then \(E=0\), and the misfit is \(\sum_i m_i|2b_i|^2=4\sum_i m_i|b_i|^2\), which is positive when the masses are positive and some \(b_i\neq0\). A half turn about \(z\) sends \(b_i\) to \(-b_i\) and reduces the misfit to zero.

## Two atoms in a plane

Take masses 2 and 1, references \((1,0,0)\) and \((-2,0,0)\), and positions \((1,1,0)\) and \((-2,-2,0)\). Both centres of mass are at the origin. The Eckart vector is \((0,0,6)\). Turning the reference by \(\theta\) about \(z\) gives

\[
F(\theta)=18-12\cos\theta-12\sin\theta,\qquad F'(0)=-12=-2E_2 .
\]

The stationary angles satisfy \(\tan\theta=1\). At \(\theta=45^\circ\) the reference lies along the molecule and the misfit is \(18-12\sqrt2\approx1.03\), the least value for turns in the plane. What remains comes from the stretch of the bond from \(3\) to \(3\sqrt2\). Half a revolution further on the misfit is \(18+12\sqrt2\approx35.0\), the greatest, and the Eckart condition holds there too.

## The condition in an alignment routine

A program that expresses a distorted geometry in normal coordinates can first shift both centres of mass to the origin, then find the proper rotation of least mass-weighted misfit, for instance from a singular value decomposition with the determinant held at \(+1\). Evaluating \(E\) with the rotated reference is a cheap check: it should vanish to rounding error. A small \(E\) alone doesn't exclude a false fit, so the misfit should be inspected as well. Neither number reveals a reflection: the best fit over all orthogonal matrices also has \(E=0\), and its misfit is never larger than that of the best proper rotation, so the determinant needs its own check.

## Definitions in Lean

The atoms are indexed by an arbitrary finite type `ι`.

```lean
import Mathlib

open Matrix

namespace EckartFrame

noncomputable section

variable {ι : Type*} [Fintype ι]
```

Masses are real numbers with no sign condition, and positions are functions `Fin 3 → ℝ`. The symbol `⨯₃` is the cross product.

```lean
/-- The Eckart vector `∑ mᵢ bᵢ × rᵢ` of a molecule `r` relative to a reference `b`;
the Eckart condition says that it vanishes. -/
def eckartMoment (m : ι → ℝ) (r b : ι → Fin 3 → ℝ) : Fin 3 → ℝ :=
  ∑ i, m i • (b i ⨯₃ r i)
```

The squared length is written as a dot product `⬝ᵥ`, and `*ᵥ` applies a matrix to a vector.

```lean
/-- The mass-weighted squared distance `∑ mᵢ |rᵢ - Q bᵢ|²` between the molecule and the
reference transformed by `Q`. -/
def misfit (m : ι → ℝ) (r b : ι → Fin 3 → ℝ) (Q : Matrix (Fin 3) (Fin 3) ℝ) : ℝ :=
  ∑ i, m i * ((r i - Q *ᵥ b i) ⬝ᵥ (r i - Q *ᵥ b i))
```

The next definition reads \(\omega\) from \(W\), with the sign convention used above.

```lean
/-- The vector `ω` read off from an antisymmetric matrix that acts as `v ↦ ω × v`. -/
def angularVelocity (W : Matrix (Fin 3) (Fin 3) ℝ) : Fin 3 → ℝ :=
  ![W 2 1, W 0 2, W 1 0]
```

The generator for axis `k` is the matrix of \(v\mapsto e_k\times v\).

```lean
/-- The generator of rotations about the coordinate axis `k`. -/
def axisGenerator (k : Fin 3) : Matrix (Fin 3) (Fin 3) ℝ :=
  ![!![0, 0, 0; 0, 0, -1; 0, 1, 0], !![0, 0, 1; 0, 0, 0; -1, 0, 0],
    !![0, -1, 0; 1, 0, 0; 0, 0, 0]] k
```

Written out, the Rodrigues form gives the matrices \(A_k(t)\).

```lean
/-- The rotation by the angle `t` about the coordinate axis `k`, in Rodrigues form. -/
def axisRotation (k : Fin 3) (t : ℝ) : Matrix (Fin 3) (Fin 3) ℝ :=
  1 + Real.sin t • axisGenerator k + (1 - Real.cos t) • (axisGenerator k * axisGenerator k)
```

## The derivative along a curve of orthogonal matrices

`HasDerivAt f f' x` says that `f` has derivative `f'` at `x`. The first lemma differentiates one entry of \(QQ^{\mathsf T}=1\) and compares the result with the derivative of a constant.

```lean
/-- The velocity at the identity of a curve of orthogonal matrices is antisymmetric. -/
theorem velocity_antisymm {Q : ℝ → Matrix (Fin 3) (Fin 3) ℝ} {W : Matrix (Fin 3) (Fin 3) ℝ}
    (hQ : ∀ t, Q t * (Q t)ᵀ = 1) (h0 : Q 0 = 1)
    (hW : ∀ i j, HasDerivAt (fun t => Q t i j) (W i j) 0) (i j : Fin 3) :
    W i j = -W j i := by
  -- differentiate the entry (i, j) of Q Qᵀ = 1
  have h1 : HasDerivAt (fun t => ∑ k, Q t i k * Q t j k)
      (∑ k, (W i k * Q 0 j k + Q 0 i k * W j k)) 0 :=
    HasDerivAt.fun_sum fun k _ => (hW i k).fun_mul (hW j k)
  have h2 : (fun t => ∑ k, Q t i k * Q t j k) =
      fun _ => (1 : Matrix (Fin 3) (Fin 3) ℝ) i j := by
    funext t
    rw [← hQ t, Matrix.mul_apply]
    rfl
  rw [h2] at h1
  have h3 := h1.unique (hasDerivAt_const (0 : ℝ) ((1 : Matrix (Fin 3) (Fin 3) ℝ) i j))
  simp only [h0, Matrix.one_apply, Finset.sum_add_distrib, mul_ite, ite_mul, mul_one, one_mul,
    mul_zero, zero_mul, Finset.sum_ite_eq, Finset.mem_univ, if_true] at h3
  linarith
```

The rate \(-2\,\omega\cdot E\) comes next. Here `h` differentiates a component of \(r_i-Qb_i\), `h2` applies the product rule and sums, and `hd` takes \(\omega\) inside the sum over atoms. Antisymmetry then reduces each atom's term to an identity that `ring` verifies, which covers both vector identities used by hand.

```lean
/-- When the reference starts to turn with angular velocity `ω`, the misfit changes at the
rate `-2 ω · ∑ mᵢ bᵢ × rᵢ`. -/
theorem hasDerivAt_misfit (m : ι → ℝ) (r b : ι → Fin 3 → ℝ)
    {Q : ℝ → Matrix (Fin 3) (Fin 3) ℝ} {W : Matrix (Fin 3) (Fin 3) ℝ}
    (hQ : ∀ t, Q t * (Q t)ᵀ = 1) (h0 : Q 0 = 1)
    (hW : ∀ i j, HasDerivAt (fun t => Q t i j) (W i j) 0) :
    HasDerivAt (fun t => misfit m r b (Q t))
      (-2 * (angularVelocity W ⬝ᵥ eckartMoment m r b)) 0 := by
  have h (i : ι) (a : Fin 3) : HasDerivAt (fun t => r i a - ∑ c, Q t a c * b i c)
      (-(∑ c, W a c * b i c)) 0 :=
    (HasDerivAt.fun_sum fun c _ => (hW a c).mul_const (b i c)).const_sub (r i a)
  have h2 := HasDerivAt.fun_sum (u := Finset.univ) fun (i : ι) _ =>
    (HasDerivAt.fun_sum (u := Finset.univ) fun (a : Fin 3) _ =>
      (h i a).fun_mul (h i a)).const_mul (m i)
  simp only [misfit, dotProduct, Matrix.mulVec, Pi.sub_apply]
  refine h2.congr_deriv ?_
  -- move the scalar product with ω inside the sum over atoms
  have hd : angularVelocity W ⬝ᵥ eckartMoment m r b =
      ∑ i, m i * (angularVelocity W ⬝ᵥ (b i ⨯₃ r i)) := by
    simp only [eckartMoment, dotProduct, Finset.sum_apply, Pi.smul_apply, smul_eq_mul,
      Finset.mul_sum]
    rw [Finset.sum_comm]
    exact Finset.sum_congr rfl fun i _ => Finset.sum_congr rfl fun k _ => by ring
  change _ = -2 * (angularVelocity W ⬝ᵥ eckartMoment m r b)
  rw [hd, Finset.mul_sum]
  refine Finset.sum_congr rfl fun i _ => ?_
  have anti := velocity_antisymm hQ h0 hW
  have w0 : W 0 0 = 0 := by linarith [anti 0 0]
  have w1 : W 1 1 = 0 := by linarith [anti 1 1]
  have w2 : W 2 2 = 0 := by linarith [anti 2 2]
  simp [h0, cross_apply, dotProduct, Fin.sum_univ_three, angularVelocity, Matrix.one_apply,
    w0, w1, w2, anti 0 1, anti 1 2, anti 2 0]
  ring
```

## Rotations about the coordinate axes

Orthogonality is checked entry by entry and the determinant from the explicit \(3\times3\) formula, both using \(\sin^2t+\cos^2t=1\).

```lean
/-- The axis rotations are orthogonal matrices of determinant one. -/
theorem axisRotation_proper (k : Fin 3) (t : ℝ) :
    axisRotation k t * (axisRotation k t)ᵀ = 1 ∧ (axisRotation k t).det = 1 := by
  constructor
  · ext i j
    fin_cases k <;> fin_cases i <;> fin_cases j <;>
      simp [axisRotation, axisGenerator, Matrix.mul_apply, Fin.sum_univ_three,
        Matrix.one_apply] <;>
      nlinarith [Real.sin_sq_add_cos_sq t]
  · fin_cases k <;>
      simp [axisRotation, axisGenerator, Matrix.det_fin_three] <;>
      nlinarith [Real.sin_sq_add_cos_sq t]
```

The derivative is stated at every angle, because the main theorem speaks of curves that are differentiable everywhere.

```lean
/-- The entries of an axis rotation are differentiable in the angle, with the stated
derivative. -/
theorem hasDerivAt_axisRotation (k i j : Fin 3) (t : ℝ) :
    HasDerivAt (fun s => axisRotation k s i j)
      (Real.cos t * axisGenerator k i j +
        Real.sin t * (axisGenerator k * axisGenerator k) i j) t := by
  have h := (((Real.hasDerivAt_sin t).mul_const (axisGenerator k i j)).const_add
    ((1 : Matrix (Fin 3) (Fin 3) ℝ) i j)).fun_add
    (((Real.hasDerivAt_cos t).const_sub 1).mul_const ((axisGenerator k * axisGenerator k) i j))
  simp only [axisRotation, Matrix.add_apply, Matrix.smul_apply, smul_eq_mul]
  exact h.congr_deriv (by ring)
```

At \(t=0\) the velocity is the generator, whose angular velocity is \(e_k\), so the general rate picks out one component of \(E\).

```lean
/-- At angle zero, turning the reference about the axis `k` changes the misfit at a rate of `-2`
times the component `k` of the Eckart vector. -/
theorem hasDerivAt_misfit_axis (m : ι → ℝ) (r b : ι → Fin 3 → ℝ) (k : Fin 3) :
    HasDerivAt (fun t => misfit m r b (axisRotation k t)) (-2 * eckartMoment m r b k) 0 := by
  have h := hasDerivAt_misfit m r b (W := axisGenerator k)
    (fun t => (axisRotation_proper k t).1) (by simp [axisRotation])
    (fun i j => (hasDerivAt_axisRotation k i j 0).congr_deriv (by simp))
  refine h.congr_deriv ?_
  congr 1
  fin_cases k <;> simp [angularVelocity, axisGenerator, dotProduct, Fin.sum_univ_three]
```

## The equivalence

A curve is a matrix-valued function of `t`, orthogonal at every `t`, equal to 1 at `t = 0`, and differentiable in each entry. In the final `0 0`, the first zero is the derivative and the second is the time. The forward direction takes \(W\) to be the matrix of entry derivatives. The converse applies the hypothesis to `axisRotation k` and uses uniqueness of the derivative.

```lean
/-- The Eckart condition holds if and only if the mass-weighted squared distance is stationary
at `t = 0` along every differentiable curve of orthogonal matrices through the identity. -/
theorem eckart_iff_stationary (m : ι → ℝ) (r b : ι → Fin 3 → ℝ) :
    eckartMoment m r b = 0 ↔
      ∀ Q : ℝ → Matrix (Fin 3) (Fin 3) ℝ, (∀ t, Q t * (Q t)ᵀ = 1) → Q 0 = 1 →
        (∀ i j, Differentiable ℝ fun t => Q t i j) →
        HasDerivAt (fun t => misfit m r b (Q t)) 0 0 := by
  constructor
  · intro hE Q hQ h0 hd
    have h := hasDerivAt_misfit m r b (W := Matrix.of fun i j => deriv (fun t => Q t i j) 0)
      hQ h0 (fun i j => (hd i j 0).hasDerivAt)
    exact h.congr_deriv (by simp [hE])
  · intro H
    ext k
    -- test stationarity on the rotation about the axis k
    have h := H (axisRotation k) (fun t => (axisRotation_proper k t).1)
      (by simp [axisRotation])
      (fun i j t => (hasDerivAt_axisRotation k i j t).differentiableAt)
    have h' := (hasDerivAt_misfit_axis m r b k).unique h
    change eckartMoment m r b k = 0
    linarith
```

## Minimisers, and a stationary point that is no best fit

The minimising rotation `R` is a hypothesis here; the theorem doesn't construct it. In the proof, `hcomp` combines two successive rotations into one, `hloc` records the minimum at `t = 0`, and the vanishing derivative there gives \(E_k=0\).

```lean
/-- If the proper rotation `R` gives the least misfit among all proper rotations of a reference
`a`, then the rotated reference `R a` satisfies the Eckart condition. -/
theorem eckart_of_bestFit (m : ι → ℝ) (r a : ι → Fin 3 → ℝ) (R : Matrix (Fin 3) (Fin 3) ℝ)
    (hR : R * Rᵀ = 1) (hdet : R.det = 1)
    (hmin : ∀ S : Matrix (Fin 3) (Fin 3) ℝ, S * Sᵀ = 1 → S.det = 1 →
      misfit m r a R ≤ misfit m r a S) :
    eckartMoment m r (fun i => R *ᵥ a i) = 0 := by
  ext k
  have hcomp (U : Matrix (Fin 3) (Fin 3) ℝ) :
      misfit m r (fun i => R *ᵥ a i) U = misfit m r a (U * R) := by
    simp only [misfit, Matrix.mulVec_mulVec]
  have hz : axisRotation k 0 = 1 := by simp [axisRotation]
  -- a further turn about the axis k cannot lower the misfit
  have hloc : IsLocalMin
      (fun t => misfit m r (fun i => R *ᵥ a i) (axisRotation k t)) 0 := by
    refine Filter.Eventually.of_forall fun t => ?_
    change misfit m r (fun i => R *ᵥ a i) (axisRotation k 0) ≤
      misfit m r (fun i => R *ᵥ a i) (axisRotation k t)
    rw [hcomp, hcomp, hz, one_mul]
    obtain ⟨ho, hd⟩ := axisRotation_proper k t
    apply hmin
    · calc axisRotation k t * R * (axisRotation k t * R)ᵀ
          = axisRotation k t * (R * Rᵀ) * (axisRotation k t)ᵀ := by
            simp only [Matrix.transpose_mul, mul_assoc]
        _ = 1 := by rw [hR, mul_one, ho]
    · rw [Matrix.det_mul, hd, hdet, one_mul]
  have h := hloc.hasDerivAt_eq_zero (hasDerivAt_misfit_axis m r (fun i => R *ᵥ a i) k)
  change eckartMoment m r (fun i => R *ᵥ a i) k = 0
  linarith
```

In the last theorem, `hb` places the reference in the \(xy\) plane. The three conclusions are the Eckart condition, the misfit before the half turn, and the misfit after it.

```lean
/-- For a reference in the `xy` plane and the molecule `r = -b`, the Eckart condition holds with
misfit `4 ∑ mᵢ |bᵢ|²`, while a half turn of the reference about `z` makes the misfit zero. -/
theorem eckart_not_bestFit (m : ι → ℝ) (b : ι → Fin 3 → ℝ) (hb : ∀ i, b i 2 = 0) :
    eckartMoment m (fun i => -b i) b = 0 ∧
      misfit m (fun i => -b i) b 1 = 4 * ∑ i, m i * (b i ⬝ᵥ b i) ∧
      misfit m (fun i => -b i) b (axisRotation 2 Real.pi) = 0 := by
  refine ⟨by simp [eckartMoment], ?_, ?_⟩
  · rw [misfit, Finset.mul_sum]
    refine Finset.sum_congr rfl fun i _ => ?_
    simp only [Matrix.one_mulVec, dotProduct, Fin.sum_univ_three, Pi.sub_apply, Pi.neg_apply]
    ring
  · have h (i : ι) : axisRotation 2 Real.pi *ᵥ b i = -b i := by
      ext c
      fin_cases c <;>
        simp [axisRotation, axisGenerator, Matrix.mulVec, dotProduct, Fin.sum_univ_three,
          Matrix.one_apply, hb i]
    simp [misfit, h]

end

end EckartFrame
```

```lean
#print axioms EckartFrame.eckart_iff_stationary
#print axioms EckartFrame.eckart_of_bestFit
#print axioms EckartFrame.eckart_not_bestFit
```

```
'EckartFrame.eckart_iff_stationary' depends on axioms: [propext, Classical.choice, Quot.sound]
'EckartFrame.eckart_of_bestFit' depends on axioms: [propext, Classical.choice, Quot.sound]
'EckartFrame.eckart_not_bestFit' depends on axioms: [propext, Classical.choice, Quot.sound]
```
